# The damped autocorrelation of finitely many levels has a spectrum of Lorentzians

Let C(t) = Σₙ pₙ exp(−iEₙt) be a finite sum with real energies Eₙ and real weights pₙ. For every damping G > 0 and every real frequency w,

Re ∫₀^∞ exp(iwt − Gt) C(t) dt = Σₙ pₙ G / ((w − Eₙ)² + G²).

The weights may have either sign here; pₙ ≥ 0 is needed only for the bounds on the spectrum proved further down. Units are such that ħ = 1, so energies and angular frequencies are the same kind of number.

In wavepacket simulations, a vibronic spectrum can be computed by Fourier transformation of a propagated overlap. The identity gives the form of the result when finitely many bound levels contribute and all share one damping constant.

## The signal and its spectrum

```lean
import Mathlib

open MeasureTheory Filter Topology
open Complex (I)

namespace AutocorrelationSpectrum

noncomputable section

variable {ι : Type*} [Fintype ι]
```

Mathlib is loaded, and `ι` is declared as a finite set of labels, one for each level. Nothing is assumed about the order or spacing of the levels, and degenerate levels are allowed.

```lean
/-- The autocorrelation `C(t) = ∑ pₙ exp(-i Eₙ t)` with weights `p` and energies `E`. -/
def autocorrelation (p E : ι → ℝ) (t : ℝ) : ℂ :=
  ∑ n, (p n : ℂ) * Complex.exp (-(I * E n * t))
```

This is C(t). The type `ι → ℝ` means "one real number for each level", so `p n` is pₙ and `E n` is Eₙ. The annotation `(p n : ℂ)` reads the real weight as a complex number.

```lean
/-- The signal `C(t)` multiplied by the phase `exp(iwt)` and the damping factor `exp(-Gt)`. -/
def dampedSignal (C : ℝ → ℂ) (G w t : ℝ) : ℂ :=
  Complex.exp (I * w * t - G * t) * C t
```

The signal is multiplied by exp(iwt − Gt). The constant G stands for the decay of the overlap through dephasing or a finite lifetime; in a simulation it can also be a window that suppresses the signal at long times. Here `C` is an arbitrary complex function of time.

```lean
/-- The spectrum at frequency `w`: the real part of the damped signal integrated over `t > 0`. -/
def spectrum (C : ℝ → ℂ) (G w : ℝ) : ℝ :=
  (∫ t in Set.Ioi (0 : ℝ), dampedSignal C G w t).re
```

The spectrum is the real part of the integral over t > 0, where `Set.Ioi 0` is the open half-line (0, ∞). Lorentzians do not appear in this definition; they have to be derived. Frequency-dependent prefactors of an absorption cross-section are left out.

```lean
/-- The Lorentzian `G / (x² + G²)` at detuning `x`. -/
def lorentzian (G x : ℝ) : ℝ := G / (x ^ 2 + G ^ 2)
```

With x = w − Eₙ as the detuning, the line shape is L(x) = G/(x² + G²). Its height is 1/G, its half-width at half-maximum is G, and its area is π. Division by π would give a line of unit area.

## A wavepacket that produces the signal

```lean
section Wavepacket

variable {V : Type*} [NormedAddCommGroup V] [InnerProductSpace ℂ V]

/-- The superposition of the states `φₙ` with amplitudes `cₙ exp(-i Eₙ t)`. -/
def wavepacket (φ : ι → V) (c : ι → ℂ) (E : ι → ℝ) (t : ℝ) : V :=
  ∑ n, (c n * Complex.exp (-(I * E n * t))) • φ n
```

`V` is a complex inner product space, of finite or infinite dimension. The wavepacket is

ψ(t) = Σₙ cₙ exp(−iEₙt) φₙ,

with complex amplitudes cₙ. The symbol `•` multiplies a vector by a scalar.

```lean
/-- If each `φₙ` is an eigenvector of `H` with energy `Eₙ`, the wavepacket obeys the
time-dependent Schrödinger equation `dψ/dt = -i H ψ`. -/
theorem wavepacket_schrodinger (H : V →ₗ[ℂ] V) (φ : ι → V) (c : ι → ℂ) (E : ι → ℝ)
    (hH : ∀ n, H (φ n) = (E n : ℂ) • φ n) (t : ℝ) :
    HasDerivAt (wavepacket φ c E) (-I • H (wavepacket φ c E t)) t := by
  have h0 : ∀ n, HasDerivAt (fun s : ℝ => -(I * E n * (s : ℂ))) (-(I * E n)) t := fun n =>
    (((hasDerivAt_id t).ofReal_comp).const_mul (I * (E n : ℂ))).fun_neg.congr_deriv (by simp)
  have h1 := HasDerivAt.fun_sum (u := Finset.univ)
    fun n _ => (((h0 n).cexp).const_mul (c n)).smul_const (φ n)
  refine h1.congr_deriv ?_
  rw [wavepacket, map_sum, Finset.smul_sum]
  refine Finset.sum_congr rfl fun n _ => ?_
  rw [map_smul, hH]
  module
```

A Lean theorem lists its hypotheses in brackets, states its conclusion after the colon, and gives the proof after `:=`. Here `H` is a linear operator and `hH` says that Hφₙ = Eₙφₙ. The conclusion is dψ/dt = −iHψ. By hand, differentiate each term and use the eigenvalue equation:

dψ/dt = Σₙ (−iEₙ) cₙ exp(−iEₙt) φₙ = −i Σₙ cₙ exp(−iEₙt) Hφₙ = −iHψ(t).

In the proof, `h0` differentiates the exponent and `h1` the whole sum. The remaining lines move H inside the sum and compare the terms.

```lean
/-- For orthonormal `φₙ`, the overlap of the initial with the evolved wavepacket is the
autocorrelation with weights `|cₙ|²`. -/
theorem overlap_eq_autocorrelation (φ : ι → V) (hφ : Orthonormal ℂ φ) (c : ι → ℂ)
    (E : ι → ℝ) (t : ℝ) :
    inner ℂ (wavepacket φ c E 0) (wavepacket φ c E t)
      = autocorrelation (fun n => ‖c n‖ ^ 2) E t := by
  rw [wavepacket, wavepacket, hφ.inner_sum, autocorrelation]
  refine Finset.sum_congr rfl fun n _ => ?_
  rw [Complex.ofReal_zero, mul_zero, neg_zero, Complex.exp_zero, mul_one, ← mul_assoc,
    Complex.conj_mul', Complex.ofReal_pow]

end Wavepacket
```

The hypothesis `hφ` says that the φₙ are orthonormal. Lean's inner product is conjugate-linear in its first argument, as in Dirac notation, so

⟨ψ(0), ψ(t)⟩ = Σₘ Σₙ cₘ* cₙ exp(−iEₙt) ⟨φₘ, φₙ⟩ = Σₙ |cₙ|² exp(−iEₙt).

This is C(t) with pₙ = |cₙ|². The lemma `hφ.inner_sum` reduces the double sum to a single one, and `Complex.conj_mul'` turns cₙ*cₙ into |cₙ|². The amplitudes need not be normalised; for a normalised wavepacket the weights add up to 1.

In a vibronic problem, ψ(0) would be the initial vibrational state multiplied by the transition dipole, whose dependence on the nuclear coordinates carries the Herzberg–Teller contribution. For w to be the photon frequency in absorption, the energies Eₙ must be counted from the energy of that initial state. The Lean code starts from the amplitudes cₙ and does not compute them from a dipole function.

```lean
/-- The Hamiltonian that multiplies the `n`-th amplitude by the energy `Eₙ`. -/
def levelHamiltonian (E : ι → ℝ) : EuclideanSpace ℂ ι →ₗ[ℂ] EuclideanSpace ℂ ι where
  toFun v := WithLp.toLp 2 fun n => (E n : ℂ) * v n
  map_add' u v := by ext n; simp [mul_add]
  map_smul' a v := by ext n; simp [mul_left_comm]
```

This is a concrete Hamiltonian, the diagonal matrix with entries Eₙ. The field `toFun` gives its action on a vector, and the other two fields verify that it is linear.

```lean
/-- The standard basis vectors are orthonormal eigenvectors of `levelHamiltonian E` with energies
`Eₙ`. -/
theorem levelHamiltonian_witness [DecidableEq ι] (E : ι → ℝ) :
    Orthonormal ℂ (fun n : ι => EuclideanSpace.single n (1 : ℂ)) ∧
    ∀ n, levelHamiltonian E (EuclideanSpace.single n (1 : ℂ))
      = (E n : ℂ) • EuclideanSpace.single n (1 : ℂ) := by
  refine ⟨EuclideanSpace.orthonormal_single, fun n => ?_⟩
  ext m
  by_cases h : m = n
  · subst h
    simp [levelHamiltonian]
  · simp [levelHamiltonian, h]
```

The standard basis vectors are orthonormal eigenvectors of this matrix, so any finite list of real energies is realised by a Hamiltonian of the kind assumed above. The proof compares components, with the cases m = n and m ≠ n treated separately.

## From decaying exponentials to Lorentzians

```lean
/-- With damping `G > 0` the damped autocorrelation is integrable over `t > 0`, and its integral
is the sum of complex resonance denominators `pₙ / (G - i(w - Eₙ))`. -/
theorem halfFourier_autocorrelation (p E : ι → ℝ) {G : ℝ} (hG : 0 < G) (w : ℝ) :
    IntegrableOn (dampedSignal (autocorrelation p E) G w) (Set.Ioi 0) ∧
    ∫ t in Set.Ioi (0 : ℝ), dampedSignal (autocorrelation p E) G w t
      = ∑ n, (p n : ℂ) / (G - I * (w - E n)) := by
  -- every level contributes one decaying complex exponential
  have hsum : dampedSignal (autocorrelation p E) G w
      = fun t : ℝ => ∑ n, (p n : ℂ) * Complex.exp ((I * (w - E n) - G) * t) := by
    funext t
    rw [dampedSignal, autocorrelation, Finset.mul_sum]
    refine Finset.sum_congr rfl fun n _ => ?_
    rw [mul_left_comm, ← Complex.exp_add]
    congr 2
    ring
  have hre : ∀ n, (I * ((w : ℂ) - E n) - G).re < 0 := fun n => by simp [hG]
  have hint : ∀ n, Integrable (fun t : ℝ => (p n : ℂ) *
      Complex.exp ((I * (w - E n) - G) * t)) (volume.restrict (Set.Ioi 0)) := fun n =>
    Integrable.const_mul (integrableOn_exp_mul_complex_Ioi (hre n) 0) _
  rw [hsum]
  refine ⟨MeasureTheory.integrable_finsetSum _ fun n _ => hint n, ?_⟩
  rw [MeasureTheory.integral_finsetSum _ fun n _ => hint n]
  refine Finset.sum_congr rfl fun n _ => ?_
  rw [integral_const_mul, integral_exp_mul_complex_Ioi (hre n), Complex.ofReal_zero, mul_zero,
    Complex.exp_zero, show (G : ℂ) - I * (w - E n) = -(I * (w - E n) - G) by ring, div_neg]
  ring
```

The theorem states that the damped signal is integrable and gives its complex integral. By hand, set aₙ = i(w − Eₙ) − G. Then

exp(iwt − Gt) C(t) = Σₙ pₙ exp(aₙt), with |exp(aₙt)| = exp(−Gt).

Each term is integrable because G > 0, and

∫₀^T exp(aₙt) dt = (exp(aₙT) − 1)/aₙ → −1/aₙ = 1/(G − i(w − Eₙ)) as T → ∞.

Summing over the levels gives Σₙ pₙ/(G − i(w − Eₙ)). In Lean, `hsum` is the rewriting as exponentials, `hre` says that Re aₙ < 0, and `hint` is the integrability of each term.

The proof turns on the Mathlib lemma `integral_exp_mul_complex_Ioi`. For a complex number a with Re a < 0 and a real starting point c, it states

∫_c^∞ exp(at) dt = −exp(ac)/a.

The limit T → ∞ is contained in it. Its condition on Re a is supplied by `hre n`, which is where the damping enters. With c = 0 the exponential becomes 1, and only the sign of the denominator remains to be rearranged.

The hypothesis G > 0 matters already for a single level. Take p = 1, E = w = 0 and G = −1. The signal is then exp(t), whose integral diverges, while the Lorentzian formula would give −1. Lean assigns the value 0 to a divergent integral, so the formal equation fails too.

```lean
/-- The spectrum of a finite autocorrelation with damping `G > 0` is the sum of Lorentzians
`pₙ G / ((w - Eₙ)² + G²)`. -/
theorem spectrum_eq_sum_lorentzian (p E : ι → ℝ) {G : ℝ} (hG : 0 < G) (w : ℝ) :
    spectrum (autocorrelation p E) G w = ∑ n, p n * lorentzian G (w - E n) := by
  rw [spectrum, (halfFourier_autocorrelation p E hG w).2, Complex.re_sum]
  refine Finset.sum_congr rfl fun n _ => ?_
  have hr : ((G : ℂ) - I * (w - E n)).re = G := by simp
  have hi : ((G : ℂ) - I * (w - E n)).im = -(w - E n) := by simp
  rw [Complex.div_re, Complex.normSq_apply, hr, hi, Complex.ofReal_re, Complex.ofReal_im,
    lorentzian]
  ring
```

This is the main theorem. With x = w − Eₙ, multiply numerator and denominator by the complex conjugate of the denominator:

1/(G − ix) = (G + ix)/(G² + x²).

The real part is G/(x² + G²), which is L(x). Since pₙ is real, it simply multiplies this value. The facts `hr` and `hi` record the real and imaginary parts of the denominator, and `Complex.div_re` is the general formula for the real part of a quotient.

```lean
/-- For orthonormal `φₙ` and damping `G > 0`, the spectrum computed from the overlap of an evolving
wavepacket with its initial state is the sum of Lorentzians at the energies `Eₙ` with weights
`|cₙ|²`. -/
theorem wavepacket_spectrum {V : Type*} [NormedAddCommGroup V] [InnerProductSpace ℂ V]
    (φ : ι → V) (hφ : Orthonormal ℂ φ) (c : ι → ℂ) (E : ι → ℝ) {G : ℝ} (hG : 0 < G) (w : ℝ) :
    spectrum (fun t => inner ℂ (wavepacket φ c E 0) (wavepacket φ c E t)) G w
      = ∑ n, ‖c n‖ ^ 2 * lorentzian G (w - E n) := by
  rw [funext (overlap_eq_autocorrelation φ hφ c E)]
  exact spectrum_eq_sum_lorentzian _ E hG w
```

The two strands are joined: the spectrum computed from ⟨ψ(0), ψ(t)⟩ is Σₙ |cₙ|² L(w − Eₙ). The proof replaces the overlap by the autocorrelation and applies the main theorem.

## Height, area and the limit of weak damping

```lean
/-- For nonnegative weights and damping `G > 0` the spectrum is nonnegative and at most `(∑ pₙ) /
G`. -/
theorem spectrum_bounds (p E : ι → ℝ) (hp : ∀ n, 0 ≤ p n) {G : ℝ} (hG : 0 < G) (w : ℝ) :
    0 ≤ spectrum (autocorrelation p E) G w ∧
    spectrum (autocorrelation p E) G w ≤ (∑ n, p n) / G := by
  rw [spectrum_eq_sum_lorentzian p E hG]
  constructor
  · exact Finset.sum_nonneg fun n _ => mul_nonneg (hp n) (by unfold lorentzian; positivity)
  · rw [Finset.sum_div]
    refine Finset.sum_le_sum fun n _ => ?_
    have h : lorentzian G (w - E n) ≤ 1 / G := by
      rw [lorentzian, div_le_div_iff₀ (by positivity) hG]
      nlinarith [sq_nonneg (w - E n)]
    calc p n * lorentzian G (w - E n) ≤ p n * (1 / G) := mul_le_mul_of_nonneg_left h (hp n)
      _ = p n / G := by ring
```

Now the hypothesis `hp` requires pₙ ≥ 0. Since x² + G² ≥ G², each Lorentzian satisfies 0 ≤ L(x) ≤ 1/G. Multiplying by pₙ and summing gives

0 ≤ spectrum ≤ (Σₙ pₙ)/G.

For a normalised wavepacket the upper bound is 1/G. The two bullets in the proof are the two inequalities, and `h` is the bound on a single line.

```lean
/-- The area under the spectrum over all frequencies is `π ∑ pₙ` for every damping `G > 0`. -/
theorem spectrum_area (p E : ι → ℝ) {G : ℝ} (hG : 0 < G) :
    ∫ w, spectrum (autocorrelation p E) G w = Real.pi * ∑ n, p n := by
  -- rescale the Lorentzian to the standard profile 1 / (1 + y²)
  have hL : lorentzian G = fun x => G⁻¹ * (1 + (x / G) ^ 2)⁻¹ := by
    funext x
    have h3 : x ^ 2 + G ^ 2 = G ^ 2 * (1 + (x / G) ^ 2) := by
      field_simp
      ring
    rw [lorentzian, h3]
    generalize 1 + (x / G) ^ 2 = u
    field_simp
  have hi : Integrable (lorentzian G) := by
    rw [hL]
    exact (integrable_inv_one_add_sq.comp_div hG.ne').const_mul _
  have hA : ∫ x, lorentzian G x = Real.pi := by
    rw [hL, integral_const_mul, Measure.integral_comp_div (fun y : ℝ => (1 + y ^ 2)⁻¹) G,
      integral_univ_inv_one_add_sq, abs_of_pos hG, smul_eq_mul, inv_mul_cancel_left₀ hG.ne']
  simp_rw [spectrum_eq_sum_lorentzian p E hG]
  rw [MeasureTheory.integral_finsetSum _ fun n _ => (hi.comp_sub_right (E n)).const_mul (p n), Finset.mul_sum]
  refine Finset.sum_congr rfl fun n _ => ?_
  rw [integral_const_mul, integral_sub_right_eq_self (lorentzian G) (E n), hA, mul_comm]
```

The area does not depend on the damping. With y = x/G,

∫ G/(x² + G²) dx = ∫ 1/(1 + y²) dy = π,

where both integrals run over the whole real line. Shifting a line to Eₙ leaves its area unchanged, so the total is π Σₙ pₙ, or π for a normalised wavepacket. In Lean, `hL` rescales the Lorentzian, `hi` proves it integrable and `hA` gives its area. The final lines exchange the finite sum with the integral and undo the shifts.

```lean
/-- As the damping `G` tends to zero from above, `G` times the spectrum at `w` tends to the total
weight of the levels with energy exactly `w`. -/
theorem stick_spectrum_limit (p E : ι → ℝ) (w : ℝ) :
    Tendsto (fun G => G * spectrum (autocorrelation p E) G w) (𝓝[>] 0)
      (𝓝 (∑ n, if w - E n = 0 then p n else 0)) := by
  have key : Tendsto (fun G : ℝ => ∑ n, p n * (G * (G / ((w - E n) ^ 2 + G ^ 2)))) (𝓝[>] 0)
      (𝓝 (∑ n, if w - E n = 0 then p n else 0)) := by
    refine tendsto_finsetSum _ fun n _ => ?_
    by_cases hx : w - E n = 0
    · -- on resonance the rescaled line has constant height
      rw [if_pos hx]
      refine tendsto_const_nhds.congr' ?_
      filter_upwards [self_mem_nhdsWithin] with G hG
      have hG' : G ≠ 0 := ne_of_gt hG
      rw [hx]
      field_simp
      simp
    · -- off resonance it vanishes continuously
      rw [if_neg hx]
      have h2 : 0 < (w - E n) ^ 2 := lt_of_le_of_ne (sq_nonneg _) (pow_ne_zero 2 hx).symm
      have hc : Continuous fun G : ℝ => p n * (G * (G / ((w - E n) ^ 2 + G ^ 2))) := by
        refine continuous_const.mul (continuous_id'.mul
          (continuous_id'.div (by fun_prop) fun G => ?_))
        exact (add_pos_of_pos_of_nonneg h2 (sq_nonneg G)).ne'
      have h := hc.tendsto 0
      simp only [zero_mul, mul_zero] at h
      exact h.mono_left nhdsWithin_le_nhds
  refine key.congr' ?_
  filter_upwards [self_mem_nhdsWithin] with G hG
  rw [spectrum_eq_sum_lorentzian p E hG, Finset.mul_sum]
  refine Finset.sum_congr rfl fun n _ => ?_
  rw [lorentzian]
  ring

end

end AutocorrelationSpectrum
```

`Tendsto` expresses a limit, and `𝓝[>] 0` means that G approaches zero through positive values. Each level contributes

pₙ G²/((w − Eₙ)² + G²)

to G times the spectrum. If w = Eₙ, this equals pₙ for every G > 0. If w ≠ Eₙ, the denominator tends to (w − Eₙ)² > 0 and the contribution tends to 0. The limit is therefore the total weight of the levels at exactly w, with degenerate levels added together: the stick spectrum.

The proof makes the same case distinction with `by_cases`, using continuity at G = 0 away from resonance. The result concerns the rescaled height at a fixed frequency, not convergence of the spectrum to delta functions.

```lean
#print axioms AutocorrelationSpectrum.spectrum_eq_sum_lorentzian
-- 'AutocorrelationSpectrum.spectrum_eq_sum_lorentzian' depends on axioms: [propext, Classical.choice, Quot.sound]
#print axioms AutocorrelationSpectrum.wavepacket_spectrum
-- 'AutocorrelationSpectrum.wavepacket_spectrum' depends on axioms: [propext, Classical.choice, Quot.sound]
#print axioms AutocorrelationSpectrum.spectrum_area
-- 'AutocorrelationSpectrum.spectrum_area' depends on axioms: [propext, Classical.choice, Quot.sound]
#print axioms AutocorrelationSpectrum.stick_spectrum_limit
-- 'AutocorrelationSpectrum.stick_spectrum_limit' depends on axioms: [propext, Classical.choice, Quot.sound]
```
